# For nonnegative pair energies, the configuration average never exceeds the uniform fractional-occupation energy

Spread one electron evenly over \(M\ge 2\) spin-orbitals by giving each the occupation \(1/M\), and insert these numbers into a pair-energy formula. The result is \(W/M^2\), where \(W\) is the pair energy of the filled set. A single electron has no partner, so the correct value is zero. For \(N\) electrons, the theorems below give the correct mean over determinants and the exact size of the error.

```lean
import Mathlib

open Finset

namespace ConfigurationAverage

noncomputable section

variable {ι : Type*} [DecidableEq ι]
```

The type `ι` labels the spin-orbitals. Once it is assumed finite, `Fintype.card ι` is their number \(M\).

```lean
/-- Total pair energy of the determinant occupying the spin-orbitals in `S`:
half the sum of `g i j` over ordered pairs of distinct occupied spin-orbitals. -/
def pairEnergy (g : ι → ι → ℝ) (S : Finset ι) : ℝ :=
  1 / 2 * ∑ p ∈ S.offDiag, g p.1 p.2
```

A determinant is represented by the finite set \(S\) of its occupied spin-orbitals, and its pair energy is
\[ E(S)=\tfrac12\sum_{i\neq j\in S} g(i,j). \]
The set `S.offDiag` contains the ordered pairs of distinct elements of \(S\). For electrons, \(g(i,j)\) stands for the Coulomb integral minus the exchange integral. The full-shell value is \(W=E(\text{all})\), written `pairEnergy g univ`.

```lean
/-- Mean of a quantity `F` over all determinants with `N` electrons, equally weighted. -/
def configAverage [Fintype ι] (N : ℕ) (F : Finset ι → ℝ) : ℝ :=
  (∑ S ∈ powersetCard N univ, F S) / (#(powersetCard N (univ : Finset ι)) : ℝ)
```

This is the arithmetic mean over all \(N\)-element subsets. Every determinant has equal weight, so individual multiplet energies are not resolved.

```lean
/-- Pair energy for real occupation numbers `n i` of the spin-orbitals. -/
def occupationEnergy [Fintype ι] (g : ι → ι → ℝ) (n : ι → ℝ) : ℝ :=
  1 / 2 * ∑ p ∈ (univ : Finset ι).offDiag, n p.1 * n p.2 * g p.1 p.2
```

Here real occupations \(n_i\) replace the sharp choice of occupied or empty:
\[ \tfrac12\sum_{i\ne j} n_i n_j\, g(i,j). \]

```lean
/-- For symmetric pair energies, the total pair energy is the sum over occupied pairs `i < j`. -/
theorem pairEnergy_eq_sum_lt {κ : Type*} [LinearOrder κ] (g : κ → κ → ℝ)
    (hsymm : ∀ i j, g i j = g j i) (S : Finset κ) :
    pairEnergy g S = ∑ p ∈ S.offDiag.filter (fun p => p.1 < p.2), g p.1 p.2 := by
  -- exchanging the two electrons maps the pairs i > j onto the pairs i < j
  have h : ∑ p ∈ S.offDiag.filter (fun p => ¬ p.1 < p.2), g p.1 p.2
      = ∑ p ∈ S.offDiag.filter (fun p => p.1 < p.2), g p.1 p.2 := by
    refine Finset.sum_bij' (fun p _ => p.swap) (fun p _ => p.swap) ?_ ?_ ?_ ?_ ?_
    · intro p hp
      simp only [mem_filter, mem_offDiag, Prod.fst_swap, Prod.snd_swap, not_lt] at hp ⊢
      exact ⟨⟨hp.1.2.1, hp.1.1, hp.1.2.2.symm⟩, lt_of_le_of_ne hp.2 hp.1.2.2.symm⟩
    · intro p hp
      simp only [mem_filter, mem_offDiag, Prod.fst_swap, Prod.snd_swap, not_lt] at hp ⊢
      exact ⟨⟨hp.1.2.1, hp.1.1, hp.1.2.2.symm⟩, hp.2.le⟩
    · intro p _
      rfl
    · intro p _
      rfl
    · intro p _
      exact hsymm _ _
  have hs := Finset.sum_filter_add_sum_filter_not S.offDiag
    (fun p => p.1 < p.2) (fun p => g p.1 p.2)
  unfold pairEnergy
  linarith
```

If \(g(i,j)=g(j,i)\), then \(E(S)\) is the familiar sum over \(i<j\). Swapping the labels maps the pairs with \(i>j\) onto those with \(i<j\), so the two halves of the ordered sum are equal and the factor \(\tfrac12\) removes the double counting. `Finset.sum_bij'` carries out the swap. Symmetry is assumed only in this theorem, as is the ordering of the labels.

```lean
variable [Fintype ι]

/-- The number of determinants with `k + T.card` electrons in which all spin-orbitals of `T` are
occupied is the number of ways to place `k` electrons in the remaining spin-orbitals. -/
theorem card_containing (T : Finset ι) (k : ℕ) :
    ((powersetCard (k + T.card) univ).filter (fun S => T ⊆ S)).card
      = (Fintype.card ι - T.card).choose k := by
  rw [← Finset.card_compl, ← Finset.card_powersetCard]
  refine Finset.card_bij' (fun S _ => S \ T) (fun R _ => R ∪ T) ?_ ?_ ?_ ?_
  · intro S hS
    simp only [mem_filter, mem_powersetCard] at hS ⊢
    have hc := Finset.card_sdiff_add_card_eq_card hS.2
    exact ⟨fun x hx => mem_compl.2 (mem_sdiff.1 hx).2, by omega⟩
  · intro R hR
    simp only [mem_filter, mem_powersetCard] at hR ⊢
    have hd : Disjoint R T := Finset.disjoint_left.2 fun x hx => mem_compl.1 (hR.1 hx)
    exact ⟨⟨subset_univ _, by rw [Finset.card_union_of_disjoint hd, hR.2]⟩,
      subset_union_right⟩
  · intro S hS
    exact Finset.sdiff_union_of_subset (mem_filter.1 hS).2
  · intro R hR
    ext x
    have hx : x ∈ R → x ∉ T := fun h => mem_compl.1 ((mem_powersetCard.1 hR).1 h)
    simp only [mem_sdiff, mem_union]
    tauto
```

Let \(T\) have \(t\) elements. The sets of \(k+t\) spin-orbitals that contain \(T\) number \(\binom{M-t}{k}\): remove \(T\), and \(k\) electrons remain to be placed in the other \(M-t\) spin-orbitals. The proof gives this map, `S \ T`, and its inverse, `R ∪ T`.

```lean
/-- Joint occupation of two distinct spin-orbitals: the number of `N`-electron determinants
containing both, times `M(M-1)`, is the number of all determinants times `N(N-1)`. -/
theorem pair_occupation {i j : ι} (hij : i ≠ j) (N : ℕ) :
    (#((powersetCard N univ).filter (fun S => i ∈ S ∧ j ∈ S)) : ℝ)
        * ((Fintype.card ι : ℝ) * ((Fintype.card ι : ℝ) - 1))
      = ((Fintype.card ι).choose N : ℝ) * ((N : ℝ) * ((N : ℝ) - 1)) := by
  have hsub : ∀ S : Finset ι, ({i, j} : Finset ι) ⊆ S ↔ i ∈ S ∧ j ∈ S := by
    intro S
    rw [insert_subset_iff, singleton_subset_iff]
  have hN : N < 2 ∨ ∃ k, N = k + 2 := by
    rcases lt_or_ge N 2 with h | h
    · exact Or.inl h
    · exact Or.inr ⟨N - 2, by omega⟩
  rcases hN with hN | ⟨k, rfl⟩
  · -- fewer than two electrons cannot occupy two spin-orbitals
    have h0 : #((powersetCard N univ).filter (fun S => i ∈ S ∧ j ∈ S)) = 0 := by
      refine Finset.card_eq_zero.2 (Finset.filter_eq_empty_iff.2 ?_)
      intro S hS hmem
      have hc := Finset.card_le_card ((hsub S).2 hmem)
      rw [card_pair hij, (mem_powersetCard.1 hS).2] at hc
      omega
    rw [h0]
    interval_cases N <;> simp
  · have h2 := Finset.card_le_univ ({i, j} : Finset ι)
    have h := card_containing ({i, j} : Finset ι) k
    rw [card_pair hij] at h h2
    rw [Finset.filter_congr (fun S _ => hsub S)] at h
    obtain ⟨m, hm⟩ : ∃ m, Fintype.card ι = m + 2 := ⟨Fintype.card ι - 2, by omega⟩
    rw [hm, Nat.add_sub_cancel] at h
    rw [h, hm]
    -- absorb one factor at a time into the binomial coefficient
    have a1 : ((m : ℝ) + 1) * (m.choose k : ℝ)
        = ((m + 1).choose (k + 1) : ℝ) * ((k : ℝ) + 1) := by
      exact_mod_cast Nat.add_one_mul_choose_eq m k
    have a2 : ((m : ℝ) + 2) * ((m + 1).choose (k + 1) : ℝ)
        = ((m + 2).choose (k + 2) : ℝ) * ((k : ℝ) + 2) := by
      exact_mod_cast Nat.add_one_mul_choose_eq (m + 1) (k + 1)
    push_cast
    linear_combination ((m : ℝ) + 2) * a1 + ((k : ℝ) + 1) * a2
```

Let \(P_{ij}\) be the number of \(N\)-electron determinants containing both \(i\) and \(j\), with \(i\ne j\). The claim is
\[ P_{ij}\,M(M-1)=\binom MN N(N-1). \]
For \(N<2\) both sides vanish. Otherwise write \(N=k+2\) and \(M=m+2\), so that \(P_{ij}=\binom mk\) by the previous count. Two binomial identities, `a1` and `a2`, finish the argument:
\[ (m+1)\binom mk=(k+1)\binom{m+1}{k+1}, \]
\[ (m+2)\binom{m+1}{k+1}=(k+2)\binom{m+2}{k+2}. \]
Multiply the first by \(m+2\), the second by \(k+1\), and add; `linear_combination` does exactly this.

```lean
/-- Configuration average of the pair energy: times `M(M-1)`, it equals `N(N-1)` times the
pair energy of the completely filled set of `M` spin-orbitals. -/
theorem configAverage_mul (g : ι → ι → ℝ) {N : ℕ} (hN : N ≤ Fintype.card ι) :
    configAverage N (pairEnergy g) * ((Fintype.card ι : ℝ) * ((Fintype.card ι : ℝ) - 1))
      = (N : ℝ) * ((N : ℝ) - 1) * pairEnergy g univ := by
  have e : ∀ S : Finset ι, ∑ p ∈ S.offDiag, g p.1 p.2
      = ∑ p ∈ (univ : Finset ι).offDiag, if p.1 ∈ S ∧ p.2 ∈ S then g p.1 p.2 else 0 := by
    intro S
    rw [← Finset.sum_filter]
    refine Finset.sum_congr ?_ (fun _ _ => rfl)
    ext p
    simp only [mem_offDiag, mem_filter, mem_univ, true_and]
    tauto
  -- sum over determinants first: each pair is weighted by its joint occupation
  have h : ∑ S ∈ powersetCard N (univ : Finset ι), ∑ p ∈ S.offDiag, g p.1 p.2
      = ∑ p ∈ (univ : Finset ι).offDiag,
        (#((powersetCard N univ).filter (fun S => p.1 ∈ S ∧ p.2 ∈ S)) : ℝ) * g p.1 p.2 := by
    refine (Finset.sum_congr rfl fun S _ => e S).trans ?_
    rw [Finset.sum_comm]
    refine Finset.sum_congr rfl fun p _ => ?_
    rw [← Finset.sum_filter, Finset.sum_const, nsmul_eq_mul]
  have k : (∑ S ∈ powersetCard N (univ : Finset ι), ∑ p ∈ S.offDiag, g p.1 p.2)
        * ((Fintype.card ι : ℝ) * ((Fintype.card ι : ℝ) - 1))
      = ((Fintype.card ι).choose N : ℝ) * ((N : ℝ) * ((N : ℝ) - 1))
        * ∑ p ∈ (univ : Finset ι).offDiag, g p.1 p.2 := by
    rw [h, Finset.sum_mul, Finset.mul_sum]
    refine Finset.sum_congr rfl fun p hp => ?_
    have hp' := pair_occupation (mem_offDiag.1 hp).2.2 N
    linear_combination g p.1 p.2 * hp'
  have hC : ((Fintype.card ι).choose N : ℝ) ≠ 0 := by
    exact_mod_cast (Nat.choose_pos hN).ne'
  unfold configAverage pairEnergy
  rw [card_powersetCard, card_univ, ← Finset.mul_sum, div_mul_eq_mul_div, div_eq_iff hC]
  linear_combination (1 / 2) * k
```

Write \(\bar E\) for the configuration average. Exchanging the sums over determinants and pairs (`Finset.sum_comm`) gives
\[ \binom MN\bar E=\tfrac12\sum_{i\neq j}P_{ij}\,g(i,j). \]
Multiply by \(M(M-1)\), insert the value of \(P_{ij}\), and cancel \(\binom MN\), which is nonzero because \(N\le M\):
\[ \bar E\,M(M-1)=N(N-1)\,W. \]

```lean
/-- For `M ≥ 2` spin-orbitals, the configuration average of the pair energy is
`N(N-1)/(M(M-1))` times the pair energy of the filled set. -/
theorem configAverage_pairEnergy (g : ι → ι → ℝ) {N : ℕ} (hM : 2 ≤ Fintype.card ι)
    (hN : N ≤ Fintype.card ι) :
    configAverage N (pairEnergy g)
      = (N : ℝ) * ((N : ℝ) - 1) / ((Fintype.card ι : ℝ) * ((Fintype.card ι : ℝ) - 1))
        * pairEnergy g univ := by
  have hM' : (2 : ℝ) ≤ Fintype.card ι := by exact_mod_cast hM
  have hD : (Fintype.card ι : ℝ) * ((Fintype.card ι : ℝ) - 1) ≠ 0 :=
    mul_ne_zero (by linarith) (by linarith)
  rw [div_mul_eq_mul_div, eq_div_iff hD]
  exact configAverage_mul g hN
```

For \(M\ge2\) one may divide:
\[ \bar E=\frac{N(N-1)}{M(M-1)}\,W. \]
This is the pair part of the average-of-configuration energy in atomic structure, for a single shell with fixed orbitals and without one-electron terms.

```lean
omit [DecidableEq ι] in
/-- With the same occupation `x` in every spin-orbital, the pair energy is `x ^ 2` times that
of the filled set. -/
theorem occupationEnergy_uniform (g : ι → ι → ℝ) (x : ℝ) :
    occupationEnergy g (fun _ => x) = x ^ 2 * pairEnergy g univ := by
  unfold occupationEnergy pairEnergy
  rw [← Finset.mul_sum]
  ring
```

With the same occupation \(x\) everywhere, each pair term acquires the factor \(x^2\), so the energy is \(x^2W\).

```lean
/-- For `M ≥ 2` spin-orbitals, the pair energy with occupation `N/M` in every spin-orbital, minus
the configuration average, is `N(M-N)/(M²(M-1))` times the pair energy of the filled set. -/
theorem fractional_sub_average (g : ι → ι → ℝ) {N : ℕ} (hM : 2 ≤ Fintype.card ι)
    (hN : N ≤ Fintype.card ι) :
    occupationEnergy g (fun _ => (N : ℝ) / Fintype.card ι) - configAverage N (pairEnergy g)
      = (N : ℝ) * ((Fintype.card ι : ℝ) - N)
        / ((Fintype.card ι : ℝ) ^ 2 * ((Fintype.card ι : ℝ) - 1)) * pairEnergy g univ := by
  have hM' : (2 : ℝ) ≤ Fintype.card ι := by exact_mod_cast hM
  have h0 : (Fintype.card ι : ℝ) ≠ 0 := by linarith
  have h1 : (Fintype.card ι : ℝ) - 1 ≠ 0 := by linarith
  rw [occupationEnergy_uniform, configAverage_pairEnergy g hM hN, ← sub_mul]
  congr 1
  field_simp
  ring
```

Set \(x=N/M\) and subtract the average:
\[ \frac{N^2}{M^2}-\frac{N(N-1)}{M(M-1)}
=\frac{N\,[N(M-1)-M(N-1)]}{M^2(M-1)}
=\frac{N(M-N)}{M^2(M-1)}. \]
The excess is this factor times \(W\). In Lean, `field_simp` clears the denominators and `ring` checks the remaining polynomial identity.

```lean
/-- For nonnegative pair energies, the configuration average never exceeds the energy with
fractional occupation `N/M` in every spin-orbital. -/
theorem average_le_fractional (g : ι → ι → ℝ) (hg : ∀ i j, i ≠ j → 0 ≤ g i j) {N : ℕ}
    (hM : 2 ≤ Fintype.card ι) (hN : N ≤ Fintype.card ι) :
    configAverage N (pairEnergy g)
      ≤ occupationEnergy g (fun _ => (N : ℝ) / Fintype.card ι) := by
  have hM' : (2 : ℝ) ≤ Fintype.card ι := by exact_mod_cast hM
  have hN' : (N : ℝ) ≤ Fintype.card ι := by exact_mod_cast hN
  have hW : 0 ≤ pairEnergy g univ :=
    mul_nonneg (by norm_num) (Finset.sum_nonneg fun p hp => hg _ _ (mem_offDiag.1 hp).2.2)
  rw [← sub_nonneg, fractional_sub_average g hM hN]
  exact mul_nonneg (div_nonneg (mul_nonneg (Nat.cast_nonneg N) (by linarith))
    (mul_nonneg (sq_nonneg _) (by linarith))) hW
```

The hypothesis `hg` says that \(g(i,j)\ge0\) for distinct spin-orbitals: each pair is repulsive on balance, even after exchange is subtracted. Then \(W\ge0\). Since \(0\le N\le M\) and \(M\ge2\), every factor of the excess is nonnegative, which proves the inequality.

```lean
/-- If pair energies are nonnegative and at least one is positive, the average equals the energy
with occupation `N/M` in every spin-orbital exactly when `N = 0` or `N = M`. -/
theorem average_eq_fractional_iff (g : ι → ι → ℝ) (hg : ∀ i j, i ≠ j → 0 ≤ g i j)
    {a b : ι} (hab : a ≠ b) (hpos : 0 < g a b) {N : ℕ} (hN : N ≤ Fintype.card ι) :
    configAverage N (pairEnergy g) = occupationEnergy g (fun _ => (N : ℝ) / Fintype.card ι)
      ↔ N = 0 ∨ N = Fintype.card ι := by
  have hM := Finset.card_le_univ ({a, b} : Finset ι)
  rw [card_pair hab] at hM
  have hM' : (2 : ℝ) ≤ Fintype.card ι := by exact_mod_cast hM
  have hW : pairEnergy g univ ≠ 0 := by
    refine (mul_pos (by norm_num) (Finset.sum_pos' (fun p hp => ?_) ⟨(a, b), ?_, hpos⟩)).ne'
    · exact hg _ _ (mem_offDiag.1 hp).2.2
    · exact mem_offDiag.2 ⟨mem_univ _, mem_univ _, hab⟩
  have hD : (Fintype.card ι : ℝ) ^ 2 * ((Fintype.card ι : ℝ) - 1) ≠ 0 :=
    mul_ne_zero (pow_ne_zero 2 (by linarith)) (by linarith)
  -- the excess vanishes only through the factor N (M - N)
  rw [eq_comm, ← sub_eq_zero, fractional_sub_average g hM hN, mul_eq_zero, or_iff_left hW,
    div_eq_zero_iff, or_iff_left hD, mul_eq_zero, sub_eq_zero, Nat.cast_eq_zero, Nat.cast_inj]
  exact or_congr Iff.rfl eq_comm

end

end ConfigurationAverage
```

Suppose in addition that some pair \(a\ne b\) has \(g(a,b)>0\). Two distinct labels force \(M\ge2\), and the positive term makes \(W>0\). The excess then vanishes exactly when \(N(M-N)=0\), that is, for the empty or the full shell. For every partially filled shell, uniform fractional occupations therefore overestimate the average pair energy; the energy of an individual determinant may still lie above the fractional value.

```lean
#print axioms ConfigurationAverage.pairEnergy_eq_sum_lt
#print axioms ConfigurationAverage.average_le_fractional
#print axioms ConfigurationAverage.average_eq_fractional_iff
```

```
'ConfigurationAverage.pairEnergy_eq_sum_lt' depends on axioms: [propext, Classical.choice, Quot.sound]
'ConfigurationAverage.average_le_fractional' depends on axioms: [propext, Classical.choice, Quot.sound]
'ConfigurationAverage.average_eq_fractional_iff' depends on axioms: [propext, Classical.choice, Quot.sound]
```
